# The Balmer formula from finite-dimensional so(4) matrices

Let L and A be triples of complex matrices on a nonzero finite-dimensional space, with components numbered 0, 1, 2. Let ε be the Levi-Civita symbol; the factor i in front of it is the imaginary unit. Suppose that, summing over k,

[L_i, L_j] = i ε_ijk L_k, [L_i, A_j] = i ε_ijk A_k, [A_i, A_j] = i ε_ijk L_k,

L·A = 0, −2E(L² + A² + 1) = 1.

Then E = −1/(2n²) for some positive integer n.

In atomic units these are the bound energies of non-relativistic hydrogen with a fixed nucleus. There L is the orbital angular momentum on one energy eigenspace, and A is the Runge-Lenz vector divided by √(−2E). The last relation expresses the square of the Runge-Lenz vector through E and L². All five relations are assumed here, not derived from the Coulomb Hamiltonian, so this is only the step of Pauli's argument that leads from these relations to the energies.

## From so(4) to one angular momentum

Put J = (L + A)/2. Since [A_i, L_j] = −[L_j, A_i] = i ε_ijk A_k,

[J_i, J_j] = ¼ i ε_ijk (2L_k + 2A_k) = i ε_ijk J_k.

Because ε_iik = 0, L_i commutes with A_i, and with L·A = 0

J² = (L² + A²)/4 + L·A/2 = (L² + A²)/4.

E cannot be zero, since the energy relation would read 0 = 1. Hence L² + A² = −1/(2E) − 1, and J² is a number s with

4s + 1 = −1/(2E).

## Climbing and descending the ladder

Let P = J_0 + iJ_1 and M = J_0 − iJ_1. The commutation relations give

[J_2, P] = P, [J_2, M] = −M,

MP = s − J_2² − J_2, PM = s − J_2² + J_2.

J_2 has an eigenvector. Each application of P raises its eigenvalue by 1, and a finite-dimensional space has room for only finitely many eigenvalues. So some w ≠ 0 satisfies J_2 w = a w and P w = 0. Lowering w in the same way ends after l steps at some x ≠ 0 with J_2 x = (a − l)x and M x = 0. Applying MP to w and PM to x gives

s = a(a + 1) = (a − l)(a − l − 1).

The difference of the two expressions is (2a − l)(l + 1) = 0, so a = l/2 and

4s + 1 = (2a + 1)² = (l + 1)².

With n = l + 1, −1/(2E) = n², which is the claim.

## Without L·A = 0

Take L = A = σ/2 with the 2×2 Pauli matrices σ. All three commutation relations hold, but L·A = 3/4. Now L² + A² + 1 = 5/2, so the energy relation gives E = −1/5. This would need n² = 5/2, which no integer satisfies.

## Operators and commutators in Lean

```lean
import Mathlib

open Matrix Complex
open scoped Kronecker

namespace PauliBalmer

noncomputable section

variable {m : Type*} [Fintype m]
```

The finite type `m` labels the basis. The symbol ε is integer-valued, with cyclic addition on `Fin 3`.

```lean
/-- The Levi-Civita symbol on three Cartesian indices. -/
def eps (i j k : Fin 3) : ℤ :=
  if j = i + 1 ∧ k = j + 1 then 1 else if i = j + 1 ∧ j = k + 1 then -1 else 0
```

`EpsBracket X Y Z` encodes a commutation relation with ħ = 1.

```lean
/-- The commutation relations `[X_i, Y_j] = i ε_ijk Z_k` between triples of operators. -/
def EpsBracket (X Y Z : Fin 3 → Matrix m m ℂ) : Prop :=
  ∀ i j, X i * Y j - Y j * X i = ∑ k, (I * (eps i j k : ℂ)) • Z k

/-- The scalar product `X · Y` of two triples of operators. -/
def dot (X Y : Fin 3 → Matrix m m ℂ) : Matrix m m ℂ := ∑ i, X i * Y i

/-- The combination `(L + A) / 2` of two triples of operators. -/
def halfSum (L A : Fin 3 → Matrix m m ℂ) : Fin 3 → Matrix m m ℂ :=
  fun i => (1 / 2 : ℂ) • (L i + A i)
```

## The reduction to J

The antisymmetry of ε is checked over all index values.

```lean
/-- The Levi-Civita symbol changes sign when its first two indices are exchanged. -/
theorem eps_swap : ∀ i j k : Fin 3, eps j i k = -eps i j k := by decide
```

The next proof adds the four commutators with weight ¼; `module` verifies the remaining linear identity.

```lean
/-- For so(4) generators `L` and `A`, the operators `(L + A) / 2` obey the commutation
relations of an angular momentum. -/
theorem halfSum_bracket {L A : Fin 3 → Matrix m m ℂ} (hLL : EpsBracket L L L)
    (hLA : EpsBracket L A A) (hAA : EpsBracket A A L) :
    EpsBracket (halfSum L A) (halfSum L A) (halfSum L A) := by
  intro i j
  have h1 := hLL i j
  have h2 := hLA i j
  have h3 := hLA j i
  have h4 := hAA i j
  simp only [eps_swap i j, Int.cast_neg] at h3
  simp only [Fin.sum_univ_three] at h1 h2 h3 h4
  simp only [halfSum, Fin.sum_univ_three, smul_mul_assoc, mul_smul_comm, mul_add, add_mul]
  linear_combination (norm := module)
    (1 / 4 : ℂ) • h1 + (1 / 4 : ℂ) • h2 - (1 / 4 : ℂ) • h3 + (1 / 4 : ℂ) • h4
```

For J², the proof first shows that equal components of L and A commute.

```lean
/-- If `A` is a vector operator under `L`, the square of `J = (L + A) / 2` is
`(L² + A²) / 4 + L · A / 2`. -/
theorem halfSum_sq {L A : Fin 3 → Matrix m m ℂ} (hLA : EpsBracket L A A) :
    dot (halfSum L A) (halfSum L A)
      = (1 / 4 : ℂ) • (dot L L + dot A A) + (1 / 2 : ℂ) • dot L A := by
  -- equal components of L and A commute
  have h : ∀ i, A i * L i = L i * A i := by
    intro i
    have h0 : ∀ k, eps i i k = 0 := fun k => by
      have := eps_swap i i k
      omega
    have h1 := hLA i i
    simp only [h0, Int.cast_zero, mul_zero, zero_smul, Finset.sum_const_zero] at h1
    exact (sub_eq_zero.mp h1).symm
  simp only [dot, halfSum, Fin.sum_univ_three, smul_mul_assoc, mul_smul_comm, mul_add,
    add_mul, h]
  module
```

## Quantization of J²

The ladder lemma argues by contradiction. If no iterate were annihilated, dim + 1 of them would be eigenvectors with distinct eigenvalues, hence linearly independent.

```lean
/-- If `[Z, R] = c R` with `c ≠ 0` and `Z` has an eigenvector with eigenvalue `μ`, then for some
natural number `k` it has one with eigenvalue `μ + k c` that `R` annihilates. -/
theorem ladder_terminates {Z R : Matrix m m ℂ} {c μ : ℂ} (hc : c ≠ 0)
    (h : Z * R - R * Z = c • R) {v : m → ℂ} (hv : v ≠ 0) (hz : Z *ᵥ v = μ • v) :
    ∃ (k : ℕ) (w : m → ℂ), w ≠ 0 ∧ Z *ᵥ w = (μ + k * c) • w ∧ R *ᵥ w = 0 := by
  by_contra hno
  have hZR : Z * R = R * Z + c • R := sub_eq_iff_eq_add'.mp h
  let u : ℕ → m → ℂ := fun k => (fun x => R *ᵥ x)^[k] v
  have hu : ∀ k : ℕ, u k ≠ 0 ∧ Z *ᵥ u k = (μ + k * c) • u k := by
    intro k
    induction k with
    | zero => exact ⟨hv, by simpa [u] using hz⟩
    | succ k ih =>
      have hs : u (k + 1) = R *ᵥ u k := Function.iterate_succ_apply' _ _ _
      rw [hs]
      refine ⟨fun h0 => hno ⟨k, u k, ih.1, ih.2, h0⟩, ?_⟩
      rw [Matrix.mulVec_mulVec, hZR, Matrix.add_mulVec, ← Matrix.mulVec_mulVec, ih.2,
        Matrix.mulVec_smul, Matrix.smul_mulVec]
      push_cast
      module
  -- too many distinct eigenvalues for a finite-dimensional space
  have hinj : Function.Injective
      (fun k : Fin (Fintype.card m + 1) => μ + ((k : ℕ) : ℂ) * c) := by
    intro a b hab
    have hab' : μ + ((a : ℕ) : ℂ) * c = μ + ((b : ℕ) : ℂ) * c := hab
    exact Fin.ext (Nat.cast_injective (mul_right_cancel₀ hc (add_left_cancel hab')))
  have hli := Module.End.eigenvectors_linearIndependent' Z.mulVecLin _ hinj
    (fun k => u k) (fun k => ⟨Module.End.mem_eigenspace_iff.mpr (hu k).2, (hu k).1⟩)
  have hcard := hli.fintype_card_le_finrank
  rw [Fintype.card_fin, Module.finrank_fintype_fun_eq_card] at hcard
  omega
```

In the next theorem, `hMP` and `hPM` are the product formulas, `ea` and `eb` the two expressions for s, and `hprod` their factorized difference.

```lean
/-- If an angular momentum on a nonzero finite-dimensional space has `J² = s`, then
`4 s + 1` is the square of a positive integer. -/
theorem casimir_quantized [DecidableEq m] [Nonempty m] {J : Fin 3 → Matrix m m ℂ} {s : ℂ}
    (hJ : EpsBracket J J J) (hs : dot J J = s • (1 : Matrix m m ℂ)) :
    ∃ n : ℕ, 0 < n ∧ 4 * s + 1 = (n : ℂ) ^ 2 := by
  have h01 : J 0 * J 1 - J 1 * J 0 = I • J 2 := by
    simpa +decide [Fin.sum_univ_three, eps] using hJ 0 1
  have h12 : J 1 * J 2 - J 2 * J 1 = I • J 0 := by
    simpa +decide [Fin.sum_univ_three, eps] using hJ 1 2
  have h20 : J 2 * J 0 - J 0 * J 2 = I • J 1 := by
    simpa +decide [Fin.sum_univ_three, eps] using hJ 2 0
  have hI : ∀ X : Matrix m m ℂ, I • I • X = -X := fun X => by
    rw [smul_smul, I_mul_I, neg_one_smul]
  simp only [dot, Fin.sum_univ_three] at hs
  -- raising and lowering operators
  obtain ⟨P, hP⟩ : ∃ P, P = J 0 + I • J 1 := ⟨_, rfl⟩
  obtain ⟨M, hM⟩ : ∃ M, M = J 0 - I • J 1 := ⟨_, rfl⟩
  have hZP : J 2 * P - P * J 2 = (1 : ℂ) • P := by
    simp only [hP, add_mul, mul_add, smul_mul_assoc, mul_smul_comm]
    linear_combination (norm := module) h20 - I • h12 - hI (J 0)
  have hZM : J 2 * M - M * J 2 = (-1 : ℂ) • M := by
    simp only [hM, sub_mul, mul_sub, smul_mul_assoc, mul_smul_comm]
    linear_combination (norm := module) h20 + I • h12 + hI (J 0)
  have hMP : M * P + J 2 * J 2 + J 2 = s • (1 : Matrix m m ℂ) := by
    simp only [hP, hM, sub_mul, mul_add, smul_mul_assoc, mul_smul_comm]
    linear_combination (norm := module) hs + I • h01 - hI (J 1 * J 1) + hI (J 2)
  have hPM : P * M + J 2 * J 2 - J 2 = s • (1 : Matrix m m ℂ) := by
    simp only [hP, hM, add_mul, mul_sub, smul_mul_assoc, mul_smul_comm]
    linear_combination (norm := module) hs - I • h01 - hI (J 1 * J 1) - hI (J 2)
  -- climb to the top of a multiplet, then descend to its bottom
  obtain ⟨μ, hμ⟩ := Module.End.exists_eigenvalue (J 2).mulVecLin
  obtain ⟨v, hv⟩ := hμ.exists_hasEigenvector
  obtain ⟨k, w, hw, hZw, hPw⟩ := ladder_terminates one_ne_zero hZP hv.2 hv.apply_eq_smul
  generalize μ + (k : ℂ) * 1 = a at hZw
  obtain ⟨l, x, hx, hZx, hMx⟩ := ladder_terminates (by norm_num) hZM hw hZw
  have ea : a * (a + 1) - s = 0 := by
    have h := congrArg (fun X => X *ᵥ w) hMP
    simp only [Matrix.add_mulVec, ← Matrix.mulVec_mulVec, hPw, hZw, Matrix.mulVec_zero,
      Matrix.mulVec_smul, Matrix.smul_mulVec, Matrix.one_mulVec] at h
    refine (smul_eq_zero.mp (?_ : (a * (a + 1) - s) • w = 0)).resolve_right hw
    linear_combination (norm := module) h
  have eb : (a + l * (-1)) * (a + l * (-1) - 1) - s = 0 := by
    have h := congrArg (fun X => X *ᵥ x) hPM
    simp only [Matrix.add_mulVec, Matrix.sub_mulVec, ← Matrix.mulVec_mulVec, hMx, hZx,
      Matrix.mulVec_zero, Matrix.mulVec_smul, Matrix.smul_mulVec, Matrix.one_mulVec] at h
    refine (smul_eq_zero.mp
      (?_ : ((a + l * (-1)) * (a + l * (-1) - 1) - s) • x = 0)).resolve_right hx
    linear_combination (norm := module) h
  have hprod : (2 * a - l) * ((l : ℂ) + 1) = 0 := by linear_combination ea - eb
  have h2a := (mul_eq_zero.mp hprod).resolve_right (Nat.cast_add_one_ne_zero l)
  refine ⟨l + 1, Nat.succ_pos l, ?_⟩
  push_cast
  linear_combination -4 * ea + (2 * a + l + 2) * h2a
```

## The energy formula

Here `1` inside `hE` is the identity matrix, and `Nonempty m` excludes dimension zero. Neither Hermiticity nor a real E is assumed; the conclusion makes E real. The theorem says nothing about the degeneracy of a level.

```lean
/-- If so(4) generators `L`, `A` on a nonzero finite-dimensional space satisfy `L · A = 0` and `-2E
(L² + A² + 1) = 1`, then `E = -1 / (2 n²)` for a positive integer `n`. -/
theorem balmer_formula [DecidableEq m] [Nonempty m] {L A : Fin 3 → Matrix m m ℂ} {E : ℂ}
    (hLL : EpsBracket L L L) (hLA : EpsBracket L A A) (hAA : EpsBracket A A L)
    (hdot : dot L A = 0) (hE : (-2 * E) • (dot L L + dot A A + 1) = 1) :
    ∃ n : ℕ, 0 < n ∧ E = -1 / (2 * (n : ℂ) ^ 2) := by
  have hE0 : E ≠ 0 := by
    rintro rfl
    simp at hE
  have hX := congrArg (fun Y => (-1 / (2 * E)) • Y) hE
  simp only [smul_smul] at hX
  rw [show -1 / (2 * E) * (-2 * E) = 1 by field_simp, one_smul] at hX
  -- J² is the number (-1/(2E) - 1)/4
  have hs : dot (halfSum L A) (halfSum L A)
      = ((-1 / (2 * E) - 1) / 4) • (1 : Matrix m m ℂ) := by
    rw [halfSum_sq hLA, hdot]
    linear_combination (norm := module) (1 / 4 : ℂ) • hX
  obtain ⟨n, hn, h⟩ := casimir_quantized (halfSum_bracket hLL hLA hAA) hs
  refine ⟨n, hn, ?_⟩
  have h' : (n : ℂ) ^ 2 = -1 / (2 * E) := by linear_combination -h
  rw [h']
  field_simp
```

The proof solves the energy relation for J² and applies `casimir_quantized`.

## A nine-dimensional example

Two commuting angular momenta J and K yield so(4) generators J + K and J − K, by expanding the products.

```lean
/-- Two commuting angular momenta `J`, `K` give so(4) generators `L = J + K`, `A = J - K`,
with `L · A = J² - K²` and `L² + A² = 2 (J² + K²)`. -/
theorem so4_of_two_spins {J K : Fin 3 → Matrix m m ℂ} (hJ : EpsBracket J J J)
    (hK : EpsBracket K K K) (hc : ∀ i j, J i * K j = K j * J i) :
    EpsBracket (J + K) (J + K) (J + K) ∧ EpsBracket (J + K) (J - K) (J - K) ∧
      EpsBracket (J - K) (J - K) (J + K) ∧ dot (J + K) (J - K) = dot J J - dot K K ∧
      dot (J + K) (J + K) + dot (J - K) (J - K) = (2 : ℂ) • (dot J J + dot K K) := by
  simp only [EpsBracket, dot, Fin.sum_univ_three, Pi.add_apply, Pi.sub_apply, mul_add,
    add_mul, mul_sub, sub_mul] at hJ hK ⊢
  refine ⟨fun i j => ?_, fun i j => ?_, fun i j => ?_, ?_, ?_⟩
  · linear_combination (norm := module) hJ i j + hK i j + hc i j - hc j i
  · linear_combination (norm := module) hJ i j - hK i j - hc i j - hc j i
  · linear_combination (norm := module) hJ i j + hK i j - hc i j + hc j i
  · linear_combination (norm := module) -hc 0 0 - hc 1 1 - hc 2 2
  · module
```

Two spins 1 act on the two factors of a tensor product.

```lean
/-- The spin-1 matrices in the Cartesian basis, `(S_k)_ab = -i ε_kab`. -/
def spinOne (k : Fin 3) : Matrix (Fin 3) (Fin 3) ℂ :=
  Matrix.of fun a b => -I * (eps k a b : ℂ)

/-- The first of two spins 1. -/
def spinLeft (i : Fin 3) : Matrix (Fin 3 × Fin 3) (Fin 3 × Fin 3) ℂ := spinOne i ⊗ₖ 1

/-- The second of two spins 1. -/
def spinRight (i : Fin 3) : Matrix (Fin 3 × Fin 3) (Fin 3 × Fin 3) ℂ := 1 ⊗ₖ spinOne i
```

The spin-1 commutators reduce to an integer identity for ε, called `key`, which `decide` checks case by case.

```lean
/-- The spin-1 matrices obey the angular momentum relations and have `S² = 2`. -/
theorem spinOne_spec : EpsBracket spinOne spinOne spinOne ∧
    dot spinOne spinOne = (2 : ℂ) • (1 : Matrix (Fin 3) (Fin 3) ℂ) := by
  have key : ∀ i j a b : Fin 3,
      (eps j a 0 * eps i 0 b + eps j a 1 * eps i 1 b + eps j a 2 * eps i 2 b)
        - (eps i a 0 * eps j 0 b + eps i a 1 * eps j 1 b + eps i a 2 * eps j 2 b)
      = eps i j 0 * eps 0 a b + eps i j 1 * eps 1 a b + eps i j 2 * eps 2 a b := by
    decide
  constructor
  · intro i j
    ext a b
    have h := congrArg (Int.cast : ℤ → ℂ) (key i j a b)
    push_cast at h
    simp only [Matrix.sub_apply, Matrix.add_apply, Matrix.mul_apply, Matrix.smul_apply,
      spinOne, Matrix.of_apply, smul_eq_mul, Fin.sum_univ_three]
    linear_combination (-I ^ 2) * h
  · ext a b
    fin_cases a <;> fin_cases b <;>
      simp +decide [dot, spinOne, eps, Matrix.mul_apply, Fin.sum_univ_three] <;> norm_num
```

Each spin has square 2, so L·A = 2 − 2 = 0 and L² + A² + 1 = 9. This gives E = −1/18, the n = 3 level. The proof carries the spin-1 relations through the Kronecker products.

```lean
/-- Two spins 1 give nine-dimensional matrices `L = S₁ + S₂`, `A = S₁ - S₂` that meet all
hypotheses of the Balmer formula with `E = -1/18`. -/
theorem balmer_formula_witness :
    EpsBracket (spinLeft + spinRight) (spinLeft + spinRight) (spinLeft + spinRight) ∧
    EpsBracket (spinLeft + spinRight) (spinLeft - spinRight) (spinLeft - spinRight) ∧
    EpsBracket (spinLeft - spinRight) (spinLeft - spinRight) (spinLeft + spinRight) ∧
    dot (spinLeft + spinRight) (spinLeft - spinRight) = 0 ∧
    (-2 * (-1 / 18) : ℂ) • (dot (spinLeft + spinRight) (spinLeft + spinRight)
      + dot (spinLeft - spinRight) (spinLeft - spinRight) + 1) = 1 := by
  obtain ⟨hS, hd⟩ := spinOne_spec
  simp only [dot, Fin.sum_univ_three] at hd
  have hJ : EpsBracket spinLeft spinLeft spinLeft := by
    intro i j
    have h := sub_eq_iff_eq_add'.mp (hS i j)
    simp only [spinLeft, ← Matrix.mul_kronecker_mul, one_mul]
    rw [h]
    simp only [Fin.sum_univ_three, Matrix.add_kronecker, Matrix.smul_kronecker]
    module
  have hK : EpsBracket spinRight spinRight spinRight := by
    intro i j
    have h := sub_eq_iff_eq_add'.mp (hS i j)
    simp only [spinRight, ← Matrix.mul_kronecker_mul, one_mul]
    rw [h]
    simp only [Fin.sum_univ_three, Matrix.kronecker_add, Matrix.kronecker_smul]
    module
  have hc : ∀ i j, spinLeft i * spinRight j = spinRight j * spinLeft i := by
    intro i j
    simp only [spinLeft, spinRight, ← Matrix.mul_kronecker_mul, one_mul, mul_one]
  have hJ2 : dot spinLeft spinLeft = (2 : ℂ) • 1 := by
    simp only [dot, Fin.sum_univ_three, spinLeft, ← Matrix.mul_kronecker_mul, one_mul,
      ← Matrix.add_kronecker]
    rw [hd, Matrix.smul_kronecker, Matrix.one_kronecker_one]
  have hK2 : dot spinRight spinRight = (2 : ℂ) • 1 := by
    simp only [dot, Fin.sum_univ_three, spinRight, ← Matrix.mul_kronecker_mul, one_mul,
      ← Matrix.kronecker_add]
    rw [hd, Matrix.kronecker_smul, Matrix.one_kronecker_one]
  obtain ⟨h1, h2, h3, h4, h5⟩ := so4_of_two_spins hJ hK hc
  refine ⟨h1, h2, h3, ?_, ?_⟩
  · rw [h4, hJ2, hK2, sub_self]
  · rw [h5, hJ2, hK2]
    module

end

end PauliBalmer
```

```lean
#print axioms PauliBalmer.balmer_formula
```

```
'PauliBalmer.balmer_formula' depends on axioms: [propext, Classical.choice, Quot.sound]
```
